# The exact range of the Chirgwin-Coulson weight for two overlapping valence bond structures with real coefficients

Let φ and χ be two normalised valence bond structures, for instance a covalent and an ionic structure of a two-electron bond. They are treated as unit vectors of a real inner product space, with overlap s = ⟨φ,χ⟩. The state is

Ψ = xφ + yχ

with real coefficients x and y. Throughout, |s| < 1, which says that the two structures are different states and not the same one up to sign.

```lean
import Mathlib

open Set ComplexConjugate

namespace ChirgwinCoulsonRange

noncomputable section
```

The squared norm ⟨Ψ,Ψ⟩, written in the coefficients, is called N:

N = x² + y² + 2sxy.

In the code it is `normForm s x y`, and a normalised state has N = 1.

```lean
/-- Squared norm of the combination with real coefficients `x`, `y` of two normalised
structures with overlap `s`. -/
def normForm (s x y : ℝ) : ℝ := x ^ 2 + y ^ 2 + 2 * s * x * y
```

The Chirgwin-Coulson weight of φ is its squared coefficient plus half of the overlap population 2sxy:

W = x² + sxy.

The weight of χ is y² + sxy, so the two weights add up to N. Only the weight of φ has a name in the code, `ccWeight s x y`.

```lean
/-- Chirgwin-Coulson weight of the first structure: its squared coefficient plus half of
the overlap population. -/
def ccWeight (s x y : ℝ) : ℝ := x ^ 2 + s * x * y
```

The state itself is `vbState φ χ x y`. It is needed only in part (e), where the coefficient formulas are tied to vectors.

```lean
/-- The valence bond state with coefficients `x`, `y` on the structures `φ`, `χ`. -/
def vbState {E : Type*} [NormedAddCommGroup E] [InnerProductSpace ℝ E]
    (φ χ : E) (x y : ℝ) : E := x • φ + y • χ
```

No Hamiltonian appears. The coefficients run over all normalised combinations, not only over those that solve a secular equation.

## (a) The square root of 1 − s²

**Task.** Show that for |s| < 1

1 − s² > 0, √(1 − s²) > 0 and (√(1 − s²))² = 1 − s².

**Solution.** Factorise 1 − s² = (1 − s)(1 + s). Both factors are positive because −1 < s < 1. The root of a positive number is positive, and its square returns the number. From here on, q = √(1 − s²).

```lean
/-- For an overlap of modulus below one, `1 - s²` and its square root are positive. -/
lemma sqrt_facts {s : ℝ} (hs : |s| < 1) :
    0 < 1 - s ^ 2 ∧ 0 < √(1 - s ^ 2) ∧ √(1 - s ^ 2) ^ 2 = 1 - s ^ 2 := by
  obtain ⟨h1, h2⟩ := abs_lt.1 hs
  have h : 0 < 1 - s ^ 2 := by
    nlinarith [mul_pos (show 0 < 1 - s by linarith) (show 0 < 1 + s by linarith)]
  exact ⟨h, Real.sqrt_pos.2 h, Real.sq_sqrt h.le⟩
```

## (b) An identity between norm and weight

**Task.** Show that for all real s, x, y, normalised or not,

N² − (1 − s²)(2W − N)² = (2xy + s(x² + y²))².

**Solution.** Put A = x² + y² and B = 2xy. Then N = A + sB. The overlap terms cancel in 2W − N = x² − y², and (x² − y²)² = A² − B². Therefore

N² − (1 − s²)(A² − B²)
= A² + 2sAB + s²B² − A² + B² + s²A² − s²B²
= B² + 2sAB + s²A²
= (B + sA)².

The code unfolds both definitions and leaves the expansion to `ring`.

```lean
/-- An identity between the norm, the weight and the coefficients, valid without
normalisation. -/
theorem weight_identity (s x y : ℝ) :
    normForm s x y ^ 2 - (1 - s ^ 2) * (2 * ccWeight s x y - normForm s x y) ^ 2
      = (2 * x * y + s * (x ^ 2 + y ^ 2)) ^ 2 := by
  unfold normForm ccWeight
  ring
```

## (c) A bound on the weight without normalisation

**Task.** Show that for |s| < 1

|2W − N| ≤ N/√(1 − s²).

**Solution.** The right side of the identity in (b) is a square, so

q²(2W − N)² ≤ N².

Taking roots gives q|2W − N| ≤ |N|. Completing the square shows that N is not negative:

N = (x + sy)² + (1 − s²)y² ≥ 0.

Hence |N| = N, and division by q > 0 gives the bound.

In the code, `hN` is the completed square and `hsq` is the squared inequality. The lemma `abs_le_of_sq_le_sq` takes the root and asks for `hN` to do so.

```lean
/-- For `|s| < 1`, the weight differs from half the squared norm by at most that half divided by
`√(1 - s²)`. -/
theorem weight_bound {s : ℝ} (hs : |s| < 1) (x y : ℝ) :
    |2 * ccWeight s x y - normForm s x y| ≤ normForm s x y / √(1 - s ^ 2) := by
  obtain ⟨hd, hq, hq2⟩ := sqrt_facts hs
  have hN : 0 ≤ normForm s x y := by
    unfold normForm
    nlinarith [sq_nonneg (x + s * y), mul_nonneg hd.le (sq_nonneg y)]
  have hsq : ((2 * ccWeight s x y - normForm s x y) * √(1 - s ^ 2)) ^ 2
      ≤ normForm s x y ^ 2 := by
    rw [mul_pow, hq2]
    linarith [weight_identity s x y, sq_nonneg (2 * x * y + s * (x ^ 2 + y ^ 2))]
  have h := abs_le_of_sq_le_sq hsq hN
  rw [abs_mul, abs_of_pos hq] at h
  rwa [le_div_iff₀ hq]
```

## (d) The values that the weight takes

**Task.** Show that over all real x, y with N = 1 the weight W takes exactly the values w with

(1 − 1/√(1 − s²))/2 ≤ w ≤ (1 + 1/√(1 − s²))/2.

**Solution.** With N = 1, part (c) reads |2W − 1| ≤ 1/q, which places W in the interval.

Conversely, let w lie in the interval. Then |(2w − 1)q| ≤ 1, so this number is a cosine. Let α = arcsin s, so that sin α = s and cos α = q, and choose θ with

cos(2θ − α) = (2w − 1)q.

Take x = cos θ/q and y = sin θ − sx. The state is normalised, because

N = (y + sx)² + q²x² = sin²θ + cos²θ = 1.

For the weight,

W = x² + sx(sin θ − sx) = q²x² + sx sin θ = cos²θ + s sin θ cos θ/q.

Multiplying by 2q and subtracting q gives

(2W − 1)q = q cos 2θ + s sin 2θ = cos(2θ − α) = (2w − 1)q,

and so W = w.

The theorem is an equality of sets: on the left the weights of normalised coefficient pairs, on the right the closed interval `Icc`. The two bullets after `constructor` are the two inclusions. In the second, `u` is the coefficient x, `key` is the cosine equation after the addition formulas, and the two `linear_combination` lines check N = 1 and W = w.

```lean
/-- For `|s| < 1` and over normalised real coefficients, the Chirgwin-Coulson weight takes exactly
the values between `(1 - 1/√(1 - s²))/2` and `(1 + 1/√(1 - s²))/2`, ends included. -/
theorem weight_range {s : ℝ} (hs : |s| < 1) :
    {w : ℝ | ∃ x y : ℝ, normForm s x y = 1 ∧ ccWeight s x y = w}
      = Icc ((1 - 1 / √(1 - s ^ 2)) / 2) ((1 + 1 / √(1 - s ^ 2)) / 2) := by
  obtain ⟨hd, hq, hq2⟩ := sqrt_facts hs
  ext w
  constructor
  · rintro ⟨x, y, hN, rfl⟩
    have h := weight_bound hs x y
    rw [hN, abs_le] at h
    exact ⟨by linarith [h.1], by linarith [h.2]⟩
  · rintro ⟨hl, hr⟩
    have h1 : 1 - 2 * w ≤ 1 / √(1 - s ^ 2) := by linarith
    have h2 : 2 * w - 1 ≤ 1 / √(1 - s ^ 2) := by linarith
    rw [le_div_iff₀ hq] at h1 h2
    -- the mixing angle that produces the prescribed weight
    obtain ⟨θ, hθ⟩ : ∃ θ : ℝ, 2 * θ - Real.arcsin s
        = Real.arccos ((2 * w - 1) * √(1 - s ^ 2)) :=
      ⟨(Real.arcsin s + Real.arccos ((2 * w - 1) * √(1 - s ^ 2))) / 2, by ring⟩
    have key := Real.cos_arccos (x := (2 * w - 1) * √(1 - s ^ 2)) (by linarith) h2
    rw [← hθ, Real.cos_sub, Real.cos_two_mul, Real.sin_two_mul, Real.cos_arcsin,
      Real.sin_arcsin (abs_lt.1 hs).1.le (abs_lt.1 hs).2.le] at key
    have hcs := Real.sin_sq_add_cos_sq θ
    obtain ⟨u, hu⟩ : ∃ u : ℝ, Real.cos θ = u * √(1 - s ^ 2) :=
      ⟨Real.cos θ / √(1 - s ^ 2), (div_mul_cancel₀ _ hq.ne').symm⟩
    rw [hu] at key hcs
    refine ⟨u, Real.sin θ - s * u, ?_, ?_⟩
    · unfold normForm
      linear_combination hcs - u ^ 2 * hq2
    · unfold ccWeight
      apply mul_left_cancel₀ hq.ne'
      linear_combination key / 2 - √(1 - s ^ 2) * u ^ 2 * hq2
```

The normalisation has to contain the overlap. With x² + y² = 1 in its place, the same weight formula would run between (1 − √(1 + s²))/2 and (1 + √(1 + s²))/2, which is too narrow whenever s ≠ 0.

The condition |s| < 1 is needed as well. For s = 1 the structures coincide, N = (x + y)² and W = x(x + y). The pairs with x + y = 1 are normalised and have W = x, which can be any real number. Lean's convention 1/0 = 0 would shrink the stated interval to the single point 1/2, so the equality would be false there.

## (e) From coefficients to vectors

**Task.** Let ⟨φ,φ⟩ = ⟨χ,χ⟩ = 1 and |⟨φ,χ⟩| < 1. Show that

{x⟨φ,Ψ⟩ : Ψ = xφ + yχ, ⟨Ψ,Ψ⟩ = 1} = [(1 − 1/√(1 − ⟨φ,χ⟩²))/2, (1 + 1/√(1 − ⟨φ,χ⟩²))/2].

**Solution.** Expand both inner products, using bilinearity and symmetry:

⟨Ψ,Ψ⟩ = x² + y² + 2xy⟨φ,χ⟩ = N,

x⟨φ,Ψ⟩ = x(x + y⟨φ,χ⟩) = W,

with s = ⟨φ,χ⟩. Part (d) then applies.

The space `E` is any real inner product space, of finite or infinite dimension, so φ and χ may be many-electron functions. The hypotheses `hφ` and `hχ` are the normalisations, and `hs` bounds the overlap. Inside the proof, `hN` and `hW` are the two expansions above.

```lean
/-- For two normalised structures `φ`, `χ` in a real inner product space, with an overlap of modulus
below one, the weight `x ⟨φ, Ψ⟩` over all normalised states `Ψ = x φ + y χ` fills exactly the closed
interval fixed by their overlap. -/
theorem vb_weight_range {E : Type*} [NormedAddCommGroup E] [InnerProductSpace ℝ E]
    {φ χ : E} (hφ : inner ℝ φ φ = 1) (hχ : inner ℝ χ χ = 1) (hs : |inner ℝ φ χ| < 1) :
    {w : ℝ | ∃ x y : ℝ, inner ℝ (vbState φ χ x y) (vbState φ χ x y) = 1 ∧
        x * inner ℝ φ (vbState φ χ x y) = w}
      = Icc ((1 - 1 / √(1 - (inner ℝ φ χ) ^ 2)) / 2)
          ((1 + 1 / √(1 - (inner ℝ φ χ) ^ 2)) / 2) := by
  have hN : ∀ x y : ℝ, inner ℝ (vbState φ χ x y) (vbState φ χ x y)
      = normForm (inner ℝ φ χ) x y := by
    intro x y
    unfold vbState normForm
    simp only [inner_add_left, inner_add_right, real_inner_smul_left,
      real_inner_smul_right, hφ, hχ, real_inner_comm φ χ]
    ring
  have hW : ∀ x y : ℝ, x * inner ℝ φ (vbState φ χ x y) = ccWeight (inner ℝ φ χ) x y := by
    intro x y
    unfold vbState ccWeight
    simp only [inner_add_right, real_inner_smul_right, hφ]
    ring
  rw [← weight_range hs]
  simp only [hN, hW]
```

## (f) A pair of structures in the plane

**Task.** Show that φ = (1, 0) and χ = (3/5, 4/5) satisfy

⟨φ,φ⟩ = 1, ⟨χ,χ⟩ = 1, ⟨φ,χ⟩ = 3/5.

**Solution.** The three products are 1 + 0 = 1, 9/25 + 16/25 = 1 and 3/5 + 0 = 3/5. The pair therefore meets the hypotheses of (e). Here q = 4/5 and 1/q = 5/4, so the weight of φ runs from −1/8 to 9/8.

In the code `!₂[a, b]` is a vector of the Euclidean plane, and `h` is the formula for its inner product.

```lean
/-- The plane vectors `(1, 0)` and `(3/5, 4/5)` are normalised and have overlap `3/5`. -/
theorem vb_weight_range_witness :
    inner ℝ (!₂[(1 : ℝ), 0]) (!₂[(1 : ℝ), 0]) = (1 : ℝ) ∧
    inner ℝ (!₂[(3 / 5 : ℝ), 4 / 5]) (!₂[(3 / 5 : ℝ), 4 / 5]) = (1 : ℝ) ∧
    inner ℝ (!₂[(1 : ℝ), 0]) (!₂[(3 / 5 : ℝ), 4 / 5]) = (3 / 5 : ℝ) := by
  have h : ∀ a b c d : ℝ, inner ℝ (!₂[a, b]) (!₂[c, d]) = a * c + b * d := by
    intro a b c d
    simp [PiLp.inner_apply, Fin.sum_univ_two, mul_comm]
  refine ⟨?_, ?_, ?_⟩ <;> rw [h] <;> norm_num
```

## (g) The states with extreme weight

**Task.** Let |s| < 1 and N = 1. Show that W equals one of the two ends of the interval exactly when

2xy + s(x² + y²) = 0.

**Solution.** With N = 1 the identity in (b) becomes

1 − q²(2W − 1)² = (2xy + s(x² + y²))².

The right side vanishes exactly when (2W − 1)² = 1/q², that is, when 2W − 1 = 1/q or 2W − 1 = −1/q. These are the two ends.

For s = 3/5 the condition factorises as (3x + y)(x + 3y) = 0. The choice y = −3x with x = √(5/32) is normalised and gives W = −1/8. The choice y = −x/3 with x = √(45/32) is normalised and gives W = 9/8. For s = 0 the condition is xy = 0, and the extreme states are the pure structures with weights 0 and 1.

The code proves the forward direction by putting each end into the identity. For the converse, `hprod` states that the product of the differences between W and the two ends is zero, so one of the factors vanishes.

```lean
/-- For `|s| < 1`, a normalised state has a weight at one of the two ends of the interval from `(1 -
1/√(1 - s²))/2` to `(1 + 1/√(1 - s²))/2` exactly when its coefficients satisfy `2xy + s(x² + y²) =
0`. -/
theorem extreme_weight_iff {s x y : ℝ} (hs : |s| < 1) (hN : normForm s x y = 1) :
    (ccWeight s x y = (1 - 1 / √(1 - s ^ 2)) / 2 ∨
      ccWeight s x y = (1 + 1 / √(1 - s ^ 2)) / 2) ↔
      2 * x * y + s * (x ^ 2 + y ^ 2) = 0 := by
  obtain ⟨hd, hq, hq2⟩ := sqrt_facts hs
  have hk : (1 - s ^ 2) * (1 / √(1 - s ^ 2)) ^ 2 = 1 := by
    rw [div_pow, hq2, one_pow, mul_one_div, div_self hd.ne']
  have hid := weight_identity s x y
  rw [hN] at hid
  constructor
  · rintro (h | h) <;> rw [h] at hid <;> apply (pow_eq_zero_iff two_ne_zero).1 <;>
      linear_combination -hid - hk
  · intro h
    rw [h] at hid
    -- the weight is a root of the quadratic whose roots are the two ends
    have hprod : (ccWeight s x y - (1 - 1 / √(1 - s ^ 2)) / 2) *
        (ccWeight s x y - (1 + 1 / √(1 - s ^ 2)) / 2) = 0 := by
      apply mul_left_cancel₀ hd.ne'
      linear_combination -hid / 4 - hk / 4
    rcases mul_eq_zero.1 hprod with h0 | h0
    · exact Or.inl (sub_eq_zero.1 h0)
    · exact Or.inr (sub_eq_zero.1 h0)
```

## (h) When a weight can be negative

**Task.** Show that for |s| < 1

W < 0 for some real x, y with N = 1 ⇔ s ≠ 0.

**Solution.** If s = 0, then W = x² ≥ 0 for every state. If s ≠ 0, then 0 < q < 1 and 1/q > 1, so the lower end (1 − 1/q)/2 is negative. By (d) some normalised state has this weight.

The code follows the same two cases. `hk` is the inequality 1/q > 1, and `hmem` uses `weight_range` to obtain a state at the lower end.

```lean
/-- For `|s| < 1`, some normalised real combination has a negative Chirgwin-Coulson weight exactly
when the overlap is nonzero. -/
theorem exists_negative_weight_iff {s : ℝ} (hs : |s| < 1) :
    (∃ x y : ℝ, normForm s x y = 1 ∧ ccWeight s x y < 0) ↔ s ≠ 0 := by
  obtain ⟨hd, hq, hq2⟩ := sqrt_facts hs
  constructor
  · rintro ⟨x, y, -, hW⟩ rfl
    unfold ccWeight at hW
    nlinarith [sq_nonneg x]
  · intro h0
    have hs2 : 0 < s ^ 2 := by positivity
    have hk : 1 < 1 / √(1 - s ^ 2) := by
      rw [lt_div_iff₀ hq]
      nlinarith
    -- the lower end of the interval is attained and lies below zero
    have hmem : (1 - 1 / √(1 - s ^ 2)) / 2 ∈
        {w : ℝ | ∃ x y : ℝ, normForm s x y = 1 ∧ ccWeight s x y = w} := by
      rw [weight_range hs]
      exact ⟨le_rfl, by linarith⟩
    obtain ⟨x, y, hN, hW⟩ := hmem
    exact ⟨x, y, hN, by rw [hW]; linarith⟩
```

When φ has a negative weight in a normalised state, χ has a weight above 1, since the two add up to 1. In a valence bond calculation with two non-orthogonal structures and real coefficients, such a pair of weights is thus not in itself a sign of a numerical error.

## (i) Complex coefficients

**Task.** Let |s| < 1 with s real, and let x and y be complex with |x|² + |y|² + 2s Re(conj(x) y) = 1. Show that

(1 − 1/√(1 − s²))/2 ≤ |x|² + s Re(conj(x) y) ≤ (1 + 1/√(1 − s²))/2.

**Solution.** Write x = x₁ + ix₂ and y = y₁ + iy₂ with x₁, x₂, y₁, y₂ real. Then

|x|² = x₁² + x₂², |y|² = y₁² + y₂², Re(conj(x) y) = x₁y₁ + x₂y₂.

The squared norm therefore splits into N₁ + N₂ = 1, where N₁ belongs to the real coefficients x₁, y₁ and N₂ to x₂, y₂. The real part of the weight splits in the same way into W₁ + W₂. Part (c), applied to each pair, gives

|2(W₁ + W₂) − 1| ≤ |2W₁ − N₁| + |2W₂ − N₂| ≤ (N₁ + N₂)/q = 1/q,

which is the claim. Neither pair need be normalised by itself, and this is why (c) was stated for general N.

In the code `Complex.normSq x` is |x|², `a` and `b` are the two bounds from (c), and `hN` and `hW` are the two splittings. The theorem concerns the real part only, because conj(x)(x + sy) can itself be complex.

```lean
/-- For normalised complex coefficients and a real overlap `s` with `|s| < 1`, the real part of the
Chirgwin-Coulson weight lies between `(1 - 1/√(1 - s²))/2` and `(1 + 1/√(1 - s²))/2`, ends included.
-/
theorem complex_weight_mem {s : ℝ} (hs : |s| < 1) (x y : ℂ)
    (h : Complex.normSq x + Complex.normSq y + 2 * s * (conj x * y).re = 1) :
    Complex.normSq x + s * (conj x * y).re ∈
      Icc ((1 - 1 / √(1 - s ^ 2)) / 2) ((1 + 1 / √(1 - s ^ 2)) / 2) := by
  have a := abs_le.1 (weight_bound hs x.re y.re)
  have b := abs_le.1 (weight_bound hs x.im y.im)
  -- norm and weight split into the parts from real and imaginary coefficients
  have hN : normForm s x.re y.re + normForm s x.im y.im = 1 := by
    rw [← h]
    simp only [normForm, Complex.normSq_apply, Complex.mul_re, Complex.conj_re,
      Complex.conj_im]
    ring
  have hW : Complex.normSq x + s * (conj x * y).re
      = ccWeight s x.re y.re + ccWeight s x.im y.im := by
    simp only [ccWeight, Complex.normSq_apply, Complex.mul_re, Complex.conj_re,
      Complex.conj_im]
    ring
  have hq : normForm s x.re y.re / √(1 - s ^ 2) + normForm s x.im y.im / √(1 - s ^ 2)
      = 1 / √(1 - s ^ 2) := by
    rw [← add_div, hN]
  rw [hW]
  exact ⟨by linarith [a.1, b.1], by linarith [a.2, b.2]⟩

end

end ChirgwinCoulsonRange
```

```lean
#print axioms ChirgwinCoulsonRange.vb_weight_range
-- 'ChirgwinCoulsonRange.vb_weight_range' depends on axioms: [propext, Classical.choice, Quot.sound]
#print axioms ChirgwinCoulsonRange.extreme_weight_iff
-- 'ChirgwinCoulsonRange.extreme_weight_iff' depends on axioms: [propext, Classical.choice, Quot.sound]
#print axioms ChirgwinCoulsonRange.exists_negative_weight_iff
-- 'ChirgwinCoulsonRange.exists_negative_weight_iff' depends on axioms: [propext, Classical.choice, Quot.sound]
#print axioms ChirgwinCoulsonRange.complex_weight_mem
-- 'ChirgwinCoulsonRange.complex_weight_mem' depends on axioms: [propext, Classical.choice, Quot.sound]
```
